# For T > 0, the fermionic Matsubara sum T ∑ 1/ω_n² equals 1/(4T), with a truncation error of order 1/N

## How much energy is lost when I cut the frequency sum?

If I cut a Matsubara sum for the energy at a finite frequency without knowing its tail, I can mistake a truncation error for physics: when the summand falls off only as 1/ω_n², doubling a large cutoff roughly halves the error, and no more. The simplest case has ω_n = (2n+1)πT, in units where ħ = k_B = 1. I believe that T ∑ 1/ω_n² over all integers n is 1/(4T), and that keeping only −N ≤ n < N loses about 1/(2π²TN). Can this be proved with strict bounds on both sides, and checked by machine?

## The missing part lies between 1/(π²T(2N+1)) and 1/(2π²TN)

Yes, for every T > 0 and N ≥ 1. Start from ∑ 1/k² = π²/6 over k ≥ 1. The even k contribute a quarter of this, so the odd ones give

π²/6 − π²/24 = π²/8.

The reflection n → −n−1 changes only the sign of 2n+1. The sum of 1/(2n+1)² over all integers is therefore π²/4, and

T · 1/(π²T²) · π²/4 = 1/(4T).

For the tail, let R_N be the sum of 1/(2n+1)² over n ≥ N. For n ≥ 1,

1/((2n+1)(2n+3)) < 1/(2n+1)² < 1/(4n(n+1)).

The outer terms are the differences

1/(2(2n+1)) − 1/(2(2n+3)) and 1/(4n) − 1/(4(n+1)).

Summing from n = N telescopes them:

1/(2(2N+1)) < R_N < 1/(4N).

Both ends of the frequency axis contribute, so the missing part is 2R_N/(π²T), which gives the stated bounds.

Adding 1/(2π²TN) to the truncated sum thus overshoots, by less than the gap between the bounds:

1/(2π²TN) − 1/(π²T(2N+1)) = 1/(2π²TN(2N+1)).

At N = 1 only ω = ±πT remain. The truncated sum is 2/(π²T) ≈ 0.2026/T, which misses 0.0474/T; the bounds are 0.0338/T and 0.0507/T. The corrected value is 0.2533/T, too high by 0.0033/T, where the bound allows 0.0169/T. For large N the overshoot falls as 1/N³, faster than its bound.

Positivity of T matters. At T = −1 and N = 1 the missing part is −0.0474, below the supposed lower bound −0.0338.

For an energy, let U be the interaction energy of two electrons on one level, and take the self-energy Σ(iω_n) = U²/(4iω_n) and the bare propagator G₀(iω_n) = 1/(iω_n). The Galitskii-Migdal prefactor 1/2 cancels against the two spins, so

E = T ∑ Σ(iω_n) G₀(iω_n) = −(U²/4) · 1/(4T) = −U²/(16T).

In the Lean file, `matsubara T n` is ω_n with an integer index, and `truncatedSum T N` includes the prefactor T. The set `Finset.Ico (-(N : ℤ)) (N : ℤ)` is the window, with its upper end excluded. `Summable` states convergence independent of the order of summation, and `∑'` is the infinite sum. The main theorem is `matsubara_sum_and_tail`; `tail_corrected_sum` bounds the overshoot.

`atom_galitskii_migdal` states the energy as 16TE = −U², with complex E. It evaluates the sum for a single level at the chemical potential; the general energy formula is not derived. The self-energy, that of the half-filled Hubbard atom without its Hartree part, is put in by definition, and the propagator is bare, not interacting. The result therefore approximates the atom's interaction energy beyond the Hartree term only for |U| much smaller than T. With the interacting propagator the sum would be −(U/4) tanh(U/(4T)), which stays finite as T → 0, while −U²/(16T) diverges. Cutting the sum with the bare propagator to −N ≤ n < N leaves its energy too high by U²/4 times the missing part (for U ≠ 0), so the bounds tell how many frequencies a given accuracy needs here.

The proof follows the calculation above. `hasSum_odd` separates even from odd terms, `hasSum_odd_int` applies the reflection, and `window_sum` folds the finite window by induction, adding one frequency at each end.

`odd_tail_bounds` handles the telescoping through differences: 1/(2(2k+1)) − R_k and R_(k+1) − 1/(4(k+1)) both increase strictly with k and tend to zero. By `neg_of_increasing` they are negative, which keeps the inequalities strict. The upper bound is then used at k = N − 1.

The main theorem restores the factor 2/(π²T), and `linarith` obtains the overshoot bounds from the two tail bounds. For the energy, the two factors 1/i multiply to −1, so each summand is the real number −(U²/4)/ω_n² and the real series carries over to the complex one.

```lean
import Mathlib

open Filter Topology Real

namespace GalitskiiMigdalTail

noncomputable section

/-- The fermionic Matsubara frequency `(2n+1)πT` at temperature `T`. -/
def matsubara (T : ℝ) (n : ℤ) : ℝ := (2 * (n : ℝ) + 1) * π * T

/-- The frequency sum `T ∑ 1/ω_n²` restricted to the window `-N ≤ n < N`, for `T ≠ 0`. -/
def truncatedSum (T : ℝ) (N : ℕ) : ℝ :=
  T * ∑ n ∈ Finset.Ico (-(N : ℤ)) (N : ℤ), 1 / matsubara T n ^ 2

/-- The bare propagator `1/(iω_n)` of a level at the chemical potential, for `T ≠ 0`. -/
def bareGreen (T : ℝ) (n : ℤ) : ℂ := 1 / (Complex.I * (matsubara T n : ℂ))

/-- The self-energy `U²/(4iω_n)` of the half-filled Hubbard atom without its Hartree part,
for `T ≠ 0`. -/
def atomSelfEnergy (U T : ℝ) (n : ℤ) : ℂ :=
  ((U : ℂ) ^ 2 / 4) / (Complex.I * (matsubara T n : ℂ))

/-- The inverse squares of the odd positive integers sum to `π²/8`. -/
theorem hasSum_odd : HasSum (fun n : ℕ => 1 / (2 * (n : ℝ) + 1) ^ 2) (π ^ 2 / 8) := by
  have h := hasSum_zeta_two
  -- the even terms carry a quarter of the full series
  have he : HasSum (fun k : ℕ => 1 / ((2 * k : ℕ) : ℝ) ^ 2) (1 / 4 * (π ^ 2 / 6)) := by
    have e : (fun k : ℕ => 1 / ((2 * k : ℕ) : ℝ) ^ 2)
        = fun k : ℕ => 1 / 4 * (1 / (k : ℝ) ^ 2) := by
      funext k
      push_cast
      ring
    rw [e]
    exact h.mul_left (1 / 4)
  have ho : Summable (fun k : ℕ => 1 / ((2 * k + 1 : ℕ) : ℝ) ^ 2) :=
    h.summable.comp_injective (i := fun k : ℕ => 2 * k + 1)
      (fun a b hab => by simpa using hab)
  have hs := (HasSum.even_add_odd (f := fun n : ℕ => 1 / (n : ℝ) ^ 2) he ho.hasSum).unique h
  have e : ∑' k : ℕ, 1 / ((2 * k + 1 : ℕ) : ℝ) ^ 2 = π ^ 2 / 8 := by linarith
  have hf : (fun n : ℕ => 1 / (2 * (n : ℝ) + 1) ^ 2)
      = fun k : ℕ => 1 / ((2 * k + 1 : ℕ) : ℝ) ^ 2 := by
    funext k
    norm_num
  rw [hf, ← e]
  exact ho.hasSum

/-- Over all integers `n`, the sum of `1/(2n+1)²` is `π²/4`. -/
theorem hasSum_odd_int : HasSum (fun n : ℤ => 1 / (2 * (n : ℝ) + 1) ^ 2) (π ^ 2 / 4) := by
  have h1 : HasSum (fun n : ℕ => 1 / (2 * ((n : ℤ) : ℝ) + 1) ^ 2) (π ^ 2 / 8) := by
    simpa using hasSum_odd
  have h2 : HasSum (fun n : ℕ => 1 / (2 * ((-((n : ℤ) + 1) : ℤ) : ℝ) + 1) ^ 2)
      (π ^ 2 / 8) := by
    convert hasSum_odd using 1
    funext n
    push_cast
    congr 1
    ring
  convert HasSum.of_nat_of_neg_add_one
    (f := fun n : ℤ => 1 / (2 * (n : ℝ) + 1) ^ 2) h1 h2 using 1
  ring

/-- The sum of `1/(2n+1)²` over the window `-N ≤ n < N` is twice its part with `n ≥ 0`. -/
theorem window_sum (N : ℕ) :
    ∑ n ∈ Finset.Ico (-(N : ℤ)) (N : ℤ), 1 / (2 * (n : ℝ) + 1) ^ 2
      = 2 * ∑ i ∈ Finset.range N, 1 / (2 * (i : ℝ) + 1) ^ 2 := by
  induction N with
  | zero => simp
  | succ N ih =>
    -- enlarging the window adds one frequency at each end
    have hset : Finset.Ico (-((N + 1 : ℕ) : ℤ)) ((N + 1 : ℕ) : ℤ)
        = insert (N : ℤ) (insert (-((N : ℤ) + 1)) (Finset.Ico (-(N : ℤ)) (N : ℤ))) := by
      ext x
      simp only [Finset.mem_insert, Finset.mem_Ico]
      omega
    have e : 1 / (2 * ((-((N : ℤ) + 1) : ℤ) : ℝ) + 1) ^ 2 = 1 / (2 * (N : ℝ) + 1) ^ 2 := by
      push_cast
      congr 1
      ring
    rw [hset, Finset.sum_insert (by simp only [Finset.mem_insert, Finset.mem_Ico]; omega),
      Finset.sum_insert (by simp only [Finset.mem_Ico]; omega), ih, Finset.sum_range_succ,
      e, Int.cast_natCast]
    ring

/-- A strictly increasing sequence that tends to zero is negative. -/
theorem neg_of_increasing {u : ℕ → ℝ} (h : ∀ k, u k < u (k + 1))
    (ht : Tendsto u atTop (𝓝 0)) (k : ℕ) : u k < 0 :=
  (h k).trans_le ((strictMono_nat_of_lt_succ h).monotone.ge_of_tendsto ht (k + 1))

/-- For `N ≥ 1`, the part of the series of `1/(2n+1)²` with `n ≥ N` lies strictly between
`1/(2(2N+1))` and `1/(4N)`. -/
theorem odd_tail_bounds {N : ℕ} (hN : 1 ≤ N) :
    1 / (2 * (2 * (N : ℝ) + 1))
        < π ^ 2 / 8 - ∑ i ∈ Finset.range N, 1 / (2 * (i : ℝ) + 1) ^ 2 ∧
      π ^ 2 / 8 - ∑ i ∈ Finset.range N, 1 / (2 * (i : ℝ) + 1) ^ 2 < 1 / (4 * (N : ℝ)) := by
  have hd := hasSum_odd.tendsto_sum_nat.const_sub (π ^ 2 / 8)
  rw [sub_self] at hd
  have h0 : Tendsto (fun n : ℕ => 1 / ((n : ℝ) + 1)) atTop (𝓝 0) :=
    tendsto_one_div_add_atTop_nhds_zero_nat
  -- each term lies between two telescoping differences
  have hlo : ∀ x : ℝ, 0 ≤ x →
      1 / (2 * (2 * x + 1)) - 1 / (2 * (2 * (x + 1) + 1)) < 1 / (2 * x + 1) ^ 2 := by
    intro x hx
    have e : 1 / (2 * (2 * x + 1)) - 1 / (2 * (2 * (x + 1) + 1))
        = 1 / ((2 * x + 1) * (2 * x + 3)) := by
      rw [div_sub_div _ _ (by positivity) (by positivity),
        div_eq_div_iff (by positivity) (by positivity)]
      ring
    rw [e]
    exact one_div_lt_one_div_of_lt (by positivity) (by nlinarith)
  have hup : ∀ x : ℝ, 0 ≤ x →
      1 / (2 * (x + 1) + 1) ^ 2 < 1 / (4 * (x + 1)) - 1 / (4 * (x + 1 + 1)) := by
    intro x hx
    have e : 1 / (4 * (x + 1)) - 1 / (4 * (x + 1 + 1)) = 1 / (4 * (x + 1) * (x + 2)) := by
      rw [div_sub_div _ _ (by positivity) (by positivity),
        div_eq_div_iff (by positivity) (by positivity)]
      ring
    rw [e]
    exact one_div_lt_one_div_of_lt (by positivity) (by nlinarith)
  have low : ∀ k : ℕ, 1 / (2 * (2 * (k : ℝ) + 1))
      - (π ^ 2 / 8 - ∑ i ∈ Finset.range k, 1 / (2 * (i : ℝ) + 1) ^ 2) < 0 := by
    refine neg_of_increasing (fun k => ?_) ?_
    · simp only [Finset.sum_range_succ]
      push_cast
      linarith [hlo k (Nat.cast_nonneg k)]
    · have h2 : StrictMono (fun k : ℕ => 2 * k) :=
        strictMono_nat_of_lt_succ (fun n => by show 2 * n < 2 * (n + 1); omega)
      convert ((h0.comp h2.tendsto_atTop).const_mul (1 / 2)).sub hd using 1
      · funext k
        simp only [Function.comp_apply]
        push_cast
        rw [one_div_mul_one_div]
      · norm_num
  have upp : ∀ k : ℕ, (π ^ 2 / 8 - ∑ i ∈ Finset.range (k + 1), 1 / (2 * (i : ℝ) + 1) ^ 2)
      - 1 / (4 * ((k : ℝ) + 1)) < 0 := by
    refine neg_of_increasing (fun k => ?_) ?_
    · simp only [Finset.sum_range_succ]
      push_cast
      linarith [hup k (Nat.cast_nonneg k)]
    · convert (hd.comp (tendsto_add_atTop_nat 1)).sub (h0.const_mul (1 / 4)) using 1
      · funext k
        simp only [Function.comp_apply]
        rw [one_div_mul_one_div]
      · norm_num
  obtain ⟨k, rfl⟩ : ∃ k, N = k + 1 := ⟨N - 1, by omega⟩
  have h1 := low (k + 1)
  have h2 := upp k
  refine ⟨by linarith, ?_⟩
  rw [Nat.cast_add, Nat.cast_one]
  linarith

/-- At temperature `T > 0` the series of `1/ω_n²` converges and `T ∑ 1/ω_n² = 1/(4T)`. For
`N ≥ 1` the window `-N ≤ n < N` misses an amount strictly between `1/(π²T(2N+1))` and
`1/(2π²TN)`. -/
theorem matsubara_sum_and_tail {T : ℝ} (hT : 0 < T) :
    Summable (fun n : ℤ => 1 / matsubara T n ^ 2) ∧
      T * ∑' n : ℤ, 1 / matsubara T n ^ 2 = 1 / (4 * T) ∧
      ∀ N : ℕ, 1 ≤ N →
        1 / (π ^ 2 * T * (2 * N + 1)) < 1 / (4 * T) - truncatedSum T N ∧
        1 / (4 * T) - truncatedSum T N < 1 / (2 * π ^ 2 * T * N) := by
  have hpi := Real.pi_pos
  have hterm : ∀ n : ℤ, 1 / matsubara T n ^ 2
      = 1 / (π * T) ^ 2 * (1 / (2 * (n : ℝ) + 1) ^ 2) := by
    intro n
    rw [one_div_mul_one_div, matsubara]
    congr 1
    ring
  have hs : HasSum (fun n : ℤ => 1 / matsubara T n ^ 2) (1 / (π * T) ^ 2 * (π ^ 2 / 4)) := by
    simp only [hterm]
    exact hasSum_odd_int.mul_left _
  refine ⟨hs.summable, ?_, fun N hN => ?_⟩
  · rw [hs.tsum_eq]
    field_simp
  · obtain ⟨lo, hi⟩ := odd_tail_bounds hN
    simp only [truncatedSum, hterm]
    rw [← Finset.mul_sum, window_sum]
    generalize (∑ i ∈ Finset.range N, 1 / (2 * (i : ℝ) + 1) ^ 2) = s at lo hi ⊢
    -- restore the factors of π and T
    have e : 1 / (4 * T) - T * (1 / (π * T) ^ 2 * (2 * s))
        = 2 / (π ^ 2 * T) * (π ^ 2 / 8 - s) := by
      field_simp
      ring
    have hc : 0 < 2 / (π ^ 2 * T) := by positivity
    rw [e]
    constructor
    · calc 1 / (π ^ 2 * T * (2 * N + 1))
          = 2 / (π ^ 2 * T) * (1 / (2 * (2 * (N : ℝ) + 1))) := by field_simp
        _ < _ := mul_lt_mul_of_pos_left lo hc
    · calc 2 / (π ^ 2 * T) * (π ^ 2 / 8 - s)
          < 2 / (π ^ 2 * T) * (1 / (4 * (N : ℝ))) := mul_lt_mul_of_pos_left hi hc
        _ = _ := by ring

/-- For `T > 0` and `N ≥ 1`, adding the tail estimate `1/(2π²TN)` to the truncated sum
overshoots `1/(4T)` by less than `1/(2π²TN(2N+1))`. -/
theorem tail_corrected_sum {T : ℝ} (hT : 0 < T) {N : ℕ} (hN : 1 ≤ N) :
    0 < truncatedSum T N + 1 / (2 * π ^ 2 * T * N) - 1 / (4 * T) ∧
      truncatedSum T N + 1 / (2 * π ^ 2 * T * N) - 1 / (4 * T)
        < 1 / (2 * π ^ 2 * T * N * (2 * N + 1)) := by
  obtain ⟨lo, hi⟩ := (matsubara_sum_and_tail hT).2.2 N hN
  have hpi := Real.pi_pos
  have hN' : (0 : ℝ) < N := by exact_mod_cast hN
  have e : 1 / (2 * π ^ 2 * T * N) - 1 / (π ^ 2 * T * (2 * N + 1))
      = 1 / (2 * π ^ 2 * T * N * (2 * N + 1)) := by
    rw [div_sub_div _ _ (by positivity) (by positivity),
      div_eq_div_iff (by positivity) (by positivity)]
    ring
  constructor <;> linarith

/-- For `T > 0`, the Galitskii-Migdal sum `E = T ∑ Σ(iω_n) G₀(iω_n)`, over both spins, of the
half-filled Hubbard-atom self-energy, taken without its Hartree part, with the bare propagator
converges and obeys `16 T E = -U²`. -/
theorem atom_galitskii_migdal (U : ℝ) {T : ℝ} (hT : 0 < T) :
    Summable (fun n : ℤ => atomSelfEnergy U T n * bareGreen T n) ∧
      16 * (T : ℂ) * (T * ∑' n : ℤ, atomSelfEnergy U T n * bareGreen T n)
        = -(U : ℂ) ^ 2 := by
  obtain ⟨hsum, hv, -⟩ := matsubara_sum_and_tail hT
  obtain ⟨S, hS⟩ := hsum
  rw [hS.tsum_eq] at hv
  -- the two factors of 1/i multiply to -1, so the product is real
  have hterm : (fun n : ℤ => atomSelfEnergy U T n * bareGreen T n)
      = fun n : ℤ => ((-(U ^ 2 / 4) * (1 / matsubara T n ^ 2) : ℝ) : ℂ) := by
    funext n
    have hI : Complex.I * (matsubara T n : ℂ) * (Complex.I * (matsubara T n : ℂ))
        = -((matsubara T n : ℂ) ^ 2) := by
      linear_combination ((matsubara T n : ℂ) ^ 2) * Complex.I_sq
    rw [atomSelfEnergy, bareGreen, div_mul_div_comm, hI, mul_one, div_neg]
    push_cast
    ring
  have hc : HasSum (fun n : ℤ => atomSelfEnergy U T n * bareGreen T n)
      ((-(U ^ 2 / 4) * S : ℝ) : ℂ) := by
    rw [hterm]
    exact Complex.hasSum_ofReal.mpr (hS.mul_left _)
  refine ⟨hc.summable, ?_⟩
  rw [hc.tsum_eq]
  have h4 : 4 * T * (T * S) = 1 := by
    rw [hv]
    exact mul_one_div_cancel (by positivity)
  have hr : 16 * T * (T * (-(U ^ 2 / 4) * S)) = -U ^ 2 := by
    linear_combination (-U ^ 2) * h4
  exact_mod_cast hr

end

end GalitskiiMigdalTail
```

```lean
#print axioms GalitskiiMigdalTail.tail_corrected_sum
-- 'GalitskiiMigdalTail.tail_corrected_sum' depends on axioms: [propext, Classical.choice, Quot.sound]
#print axioms GalitskiiMigdalTail.atom_galitskii_migdal
-- 'GalitskiiMigdalTail.atom_galitskii_migdal' depends on axioms: [propext, Classical.choice, Quot.sound]
```
